# For one electron with diagonal occupations, the Hubbard correction puts a barrier of exactly U/4 between two pure orbitals

A DFT+U calculation with one electron in a t2g shell can converge to different occupied orbitals from different starting guesses. How much correction energy must be crossed to move the electron from orbital i to orbital j? Let pₖ be the occupation of orbital k, and take

E(p) = (U/2)(1 − Σₖ pₖ²).

This is a common simplified form of the correction, with a single parameter U. It is taken alone, for one spin channel, without band energy, hybridisation or crystal field. If U > 0 and the occupation matrix changes continuously and stays diagonal, the answer is U/4.

In Lean the orbitals form any finite type `ι`; t2g is the case of three. `pureOcc i` is the pure occupation of orbital i, and `edge i j` moves a fraction t of the electron in a straight line. `IsOccPath` collects the conditions on a path: continuity on [0,1], membership of the simplex `stdSimplex ℝ ι`, and the two endpoints.

```lean
import Mathlib

open Set

namespace MetastableOccupations

noncomputable section

variable {ι : Type*} [Fintype ι] [DecidableEq ι]

/-- The Hubbard correction energy of one electron with diagonal orbital occupations `p`. -/
def hubbardEnergy (U : ℝ) (p : ι → ℝ) : ℝ := U / 2 * (1 - ∑ k, p k ^ 2)

/-- The pure occupation: the electron sits entirely in orbital `i`. -/
def pureOcc (i : ι) : ι → ℝ := fun k => if k = i then 1 else 0

/-- The straight edge along which a fraction `t` of the electron moves from `i` to `j`. -/
def edge (i j : ι) (t : ℝ) : ι → ℝ := fun k => (1 - t) * pureOcc i k + t * pureOcc j k

/-- A continuous path of one-electron diagonal occupations from orbital `i` to orbital `j`. -/
structure IsOccPath (γ : ℝ → ι → ℝ) (i j : ι) : Prop where
  cont : ContinuousOn γ (Icc 0 1)
  mem : ∀ t ∈ Icc (0 : ℝ) 1, γ t ∈ stdSimplex ℝ ι
  start : γ 0 = pureOcc i
  finish : γ 1 = pureOcc j
```

## One electron, no negative occupations

The simplex conditions are pₖ ≥ 0 and Σₖ pₖ = 1. Together they give pᵢ + pₖ ≤ 1 for i ≠ k, which is `pair_le_one`. The identity `sum_sq_two` serves the straight edge and the rotation further down.

```lean
/-- A pure occupation holds one electron in total. -/
theorem sum_pureOcc (i : ι) : ∑ k, pureOcc i k = 1 := by
  simp [pureOcc]

/-- In a one-electron occupation, two different orbitals together hold at most one electron. -/
theorem pair_le_one {p : ι → ℝ} (hp : p ∈ stdSimplex ℝ ι) {i k : ι} (h : i ≠ k) :
    p i + p k ≤ 1 := by
  have hs := Finset.sum_le_sum_of_subset_of_nonneg (f := p)
    (Finset.subset_univ ({i, k} : Finset ι)) (fun m _ _ => hp.1 m)
  rw [Finset.sum_pair h, hp.2] at hs
  exact hs

/-- The squared components of a combination of two different orbitals add up to the
sum of the squared coefficients. -/
theorem sum_sq_two {i j : ι} (hij : i ≠ j) (a b : ℝ) :
    ∑ k, (a * pureOcc i k + b * pureOcc j k) ^ 2 = a ^ 2 + b ^ 2 := by
  have h : ∀ k, (a * pureOcc i k + b * pureOcc j k) ^ 2
      = a ^ 2 * pureOcc i k + b ^ 2 * pureOcc j k := by
    intro k
    by_cases h1 : k = i
    · simp [pureOcc, h1, hij]
    · by_cases h2 : k = j <;> simp [pureOcc, h1, h2, hij.symm]
  simp only [h, Finset.sum_add_distrib, ← Finset.mul_sum, sum_pureOcc, mul_one]
```

Since the occupations sum to one,

E(p) = (U/2) Σₖ pₖ(1 − pₖ).

No term is negative, so for U > 0 the energy vanishes only if every pₖ is 0 or 1, and the sum then leaves exactly one orbital filled. The next proof follows this argument.

```lean
/-- For `U > 0`, the energy of a one-electron occupation vanishes exactly when the occupation is
pure. -/
theorem energy_eq_zero_iff {U : ℝ} (hU : 0 < U) {p : ι → ℝ} (hp : p ∈ stdSimplex ℝ ι) :
    hubbardEnergy U p = 0 ↔ ∃ i, p = pureOcc i := by
  constructor
  · intro h
    have hsq : 1 - ∑ k, p k ^ 2 = 0 :=
      (mul_eq_zero.1 h).resolve_left (by positivity)
    have hle : ∀ k, p k ≤ 1 := fun k => by
      have := Finset.single_le_sum (f := p) (fun m _ => hp.1 m) (Finset.mem_univ k)
      rw [hp.2] at this
      exact this
    -- the energy is a sum of nonnegative terms p (1 - p)
    have hsum : ∑ k, p k * (1 - p k) = 0 := by
      have h1 : ∑ k, p k * (1 - p k) = ∑ k, p k - ∑ k, p k ^ 2 := by
        rw [← Finset.sum_sub_distrib]
        exact Finset.sum_congr rfl fun k _ => by ring
      rw [h1, hp.2, hsq]
    have hz := (Finset.sum_eq_zero_iff_of_nonneg
      (fun k _ => mul_nonneg (hp.1 k) (sub_nonneg.2 (hle k)))).1 hsum
    obtain ⟨i, hi⟩ : ∃ i, p i ≠ 0 := by
      by_contra hno
      push Not at hno
      have h1 := hp.2
      simp [hno] at h1
    have hi1 : p i = 1 := by
      have := (mul_eq_zero.1 (hz i (Finset.mem_univ i))).resolve_left hi
      linarith
    refine ⟨i, funext fun k => ?_⟩
    by_cases hk : k = i
    · simp [pureOcc, hk, hi1]
    · have h1 := pair_le_one hp hk
      have h2 := hp.1 k
      have h3 : p k = 0 := by linarith
      simp [pureOcc, hk, h3]
  · rintro ⟨i, rfl⟩
    simp [hubbardEnergy, pureOcc]
```

Now suppose U > 0 and pᵢ = 1/2. Every other pₖ is at most 1/2, so pₖ² ≤ pₖ/2 for all k, and

Σₖ pₖ² ≤ (1/2) Σₖ pₖ = 1/2, hence E(p) ≥ U/4.

```lean
/-- For `U > 0`, a one-electron occupation with a half-filled orbital has energy at least `U/4`. -/
theorem energy_ge_of_half {U : ℝ} (hU : 0 < U) {p : ι → ℝ} (hp : p ∈ stdSimplex ℝ ι)
    {i : ι} (hi : p i = 1 / 2) : U / 4 ≤ hubbardEnergy U p := by
  have hk : ∀ k, p k ≤ 1 / 2 := by
    intro k
    by_cases h : i = k
    · subst h
      exact hi.le
    · linarith [pair_le_one hp h]
  have hsum : ∑ k, p k ^ 2 ≤ 1 / 2 := by
    calc ∑ k, p k ^ 2 ≤ ∑ k, (1 / 2) * p k := Finset.sum_le_sum fun k _ => by
          nlinarith [mul_nonneg (hp.1 k) (sub_nonneg.2 (hk k))]
      _ = 1 / 2 := by rw [← Finset.mul_sum, hp.2, mul_one]
  unfold hubbardEnergy
  nlinarith [mul_nonneg hU.le (sub_nonneg.2 hsum)]
```

Without nonnegativity the bound fails: (1/2, 1, −1/2) sums to one and has Σₖ pₖ² = 3/2, so E = −U/4. In three orbitals, the circle Σₖ pₖ = Σₖ pₖ² = 1 joins all the pure occupations at zero energy.

## Continuity

Continuity is an assumption about the path; the iterations of a self-consistent calculation change the occupations in finite steps. Along a continuous path pᵢ goes from 1 to 0, so by the intermediate value theorem it equals 1/2 somewhere, and the previous bound applies there. Lean uses `intermediate_value_Icc'` for the decreasing endpoint values. A path allowed to jump from one pure occupation to the other could have zero energy throughout.

```lean
/-- For `U > 0`, every continuous path of diagonal occupations between two different pure
occupations reaches an energy of at least `U/4`. -/
theorem path_reaches_barrier {U : ℝ} (hU : 0 < U) {i j : ι} (hij : i ≠ j)
    {γ : ℝ → ι → ℝ} (hγ : IsOccPath γ i j) :
    ∃ t ∈ Icc (0 : ℝ) 1, U / 4 ≤ hubbardEnergy U (γ t) := by
  have hc : ContinuousOn (fun t => γ t i) (Icc 0 1) :=
    (continuous_apply i).comp_continuousOn hγ.cont
  have h0 : γ 0 i = 1 := by simp [hγ.start, pureOcc]
  have h1 : γ 1 i = 0 := by simp [hγ.finish, pureOcc, hij]
  -- the initial orbital empties continuously, so it is half filled at some point
  obtain ⟨t, ht, hhalf⟩ := intermediate_value_Icc' (zero_le_one' ℝ) hc
    (show (1 / 2 : ℝ) ∈ Icc (γ 1 i) (γ 0 i) by rw [h0, h1]; constructor <;> norm_num)
  exact ⟨t, ht, energy_ge_of_half hU (hγ.mem t ht) hhalf⟩
```

## Distinct orbitals and positive U

For i ≠ j, the edge has occupations 1 − t and t in two separate orbitals:

E = (U/2)(1 − (1 − t)² − t²) = U t(1 − t) = U/4 − U(t − 1/2)².

For U > 0 its maximum is U/4, at t = 1/2. `IsGreatest` says that this value is attained and never exceeded.

```lean
/-- Along the straight edge the energy is the parabola `U t (1 - t)`. -/
theorem energy_edge (U : ℝ) {i j : ι} (hij : i ≠ j) (t : ℝ) :
    hubbardEnergy U (edge i j t) = U * t * (1 - t) := by
  simp only [hubbardEnergy, edge, sum_sq_two hij]
  ring

/-- For `U > 0`, the maximum energy on the straight edge between two different pure occupations is
exactly `U/4`. -/
theorem edge_maximum {U : ℝ} (hU : 0 < U) {i j : ι} (hij : i ≠ j) :
    IsGreatest ((fun t => hubbardEnergy U (edge i j t)) '' Icc 0 1) (U / 4) := by
  constructor
  · refine ⟨1 / 2, by constructor <;> norm_num, ?_⟩
    simp only [energy_edge U hij]
    ring
  · rintro _ ⟨t, _, rfl⟩
    simp only [energy_edge U hij]
    nlinarith [mul_nonneg hU.le (sq_nonneg (t - 1 / 2))]
```

If i = j, the constant path costs nothing. The condition U > 0 represents a correction that penalises fractional occupation; for U < 0 the edge is a well, and the highest energy on it is the zero at its ends.

The lower bound for all paths and the maximum on the edge combine into a minimax statement. `IsLeast` says that U/4 is the smallest ceiling B under which some admissible path fits. Its proof checks that the edge is such a path, then applies `path_reaches_barrier` to any competitor.

```lean
/-- For `U > 0`, the lowest energy ceiling under which a continuous path of diagonal occupations can
join two different pure occupations is exactly `U/4`. -/
theorem minimax_barrier {U : ℝ} (hU : 0 < U) {i j : ι} (hij : i ≠ j) :
    IsLeast {B : ℝ | ∃ γ : ℝ → ι → ℝ, IsOccPath γ i j ∧
      ∀ t ∈ Icc (0 : ℝ) 1, hubbardEnergy U (γ t) ≤ B} (U / 4) := by
  have hpos : ∀ m k : ι, 0 ≤ pureOcc m k := fun m k => by
    unfold pureOcc
    split_ifs <;> norm_num
  constructor
  · -- the straight edge attains the bound
    refine ⟨edge i j, ⟨?_, ?_, ?_, ?_⟩, fun t ht => (edge_maximum hU hij).2 ⟨t, ht, rfl⟩⟩
    · refine (continuous_pi fun k => ?_).continuousOn
      simp only [edge]
      fun_prop
    · intro t ht
      refine ⟨fun k => add_nonneg (mul_nonneg (sub_nonneg.2 ht.2) (hpos i k))
        (mul_nonneg ht.1 (hpos j k)), ?_⟩
      simp only [edge, Finset.sum_add_distrib, ← Finset.mul_sum, sum_pureOcc]
      ring
    · funext k
      simp [edge]
    · funext k
      simp [edge]
  · rintro B ⟨γ, hγ, hB⟩
    obtain ⟨t, ht, h⟩ := path_reaches_barrier hU hij hγ
    exact h.trans (hB t ht)
```

Take U = 4 eV and three orbitals. The midpoint (1/2, 1/2, 0) has E = 2(1 − 1/2) = 1 eV, which is U/4. A detour through (1/2, 1/4, 1/4) costs more there: E = 2(1 − 3/8) = 1.25 eV.

## Diagonal occupations

This hypothesis forbids coherence between orbitals. For a full real occupation matrix n the correction is (U/2) Tr(n − n²), which agrees with E on diagonal one-electron matrices. Rotate the occupied orbital:

v(θ) = cos θ eᵢ + sin θ eⱼ, n = v vᵀ.

Here eᵢ and eⱼ are the unit vectors of the two orbitals. Since vᵀv = cos²θ + sin²θ = 1,

n² = v(vᵀv)vᵀ = n,

and the energy is zero at every angle. At θ = π/4 the diagonal is again (1/2, 1/2, 0), but the off-diagonal elements of 1/2 bring Tr n² up to 1.

```lean
/-- The Hubbard correction energy `(U/2) Tr (n - n²)` of a full occupation matrix. -/
def matrixEnergy (U : ℝ) (n : Matrix ι ι ℝ) : ℝ := U / 2 * (n.trace - (n * n).trace)

/-- The orbital obtained by rotating orbital `i` towards orbital `j` by the angle `θ`. -/
def rotatedOrbital (i j : ι) (θ : ℝ) : ι → ℝ :=
  fun k => Real.cos θ * pureOcc i k + Real.sin θ * pureOcc j k

/-- The occupation matrix of one electron in the rotated orbital. -/
def rotatedOcc (i j : ι) (θ : ℝ) : Matrix ι ι ℝ :=
  Matrix.of fun k l => rotatedOrbital i j θ k * rotatedOrbital i j θ l

/-- For diagonal one-electron occupations the matrix energy equals the energy of the
occupation numbers. -/
theorem matrixEnergy_diagonal (U : ℝ) {p : ι → ℝ} (hp : p ∈ stdSimplex ℝ ι) :
    matrixEnergy U (Matrix.diagonal p) = hubbardEnergy U p := by
  simp only [matrixEnergy, hubbardEnergy, Matrix.diagonal_mul_diagonal,
    Matrix.trace_diagonal, hp.2, sq]

/-- With off-diagonal occupations allowed, rotating the occupied orbital joins two different
pure occupations continuously at zero energy. -/
theorem rotation_without_barrier (U : ℝ) {i j : ι} (hij : i ≠ j) :
    Continuous (rotatedOcc i j) ∧
    rotatedOcc i j 0 = Matrix.diagonal (pureOcc i) ∧
    rotatedOcc i j (Real.pi / 2) = Matrix.diagonal (pureOcc j) ∧
    ∀ θ, matrixEnergy U (rotatedOcc i j θ) = 0 := by
  have hd : ∀ m k l : ι, pureOcc m k * pureOcc m l = Matrix.diagonal (pureOcc m) k l := by
    intro m k l
    rw [Matrix.diagonal_apply]
    by_cases hk : k = m
    · subst hk
      by_cases hl : l = k
      · subst hl
        simp [pureOcc]
      · simp [pureOcc, hl, Ne.symm hl]
    · simp [pureOcc, hk]
  refine ⟨?_, ?_, ?_, fun θ => ?_⟩
  · refine continuous_matrix fun k l => ?_
    simp only [rotatedOcc, rotatedOrbital, Matrix.of_apply]
    fun_prop
  · ext k l
    rw [← hd]
    simp [rotatedOcc, rotatedOrbital]
  · ext k l
    rw [← hd]
    simp [rotatedOcc, rotatedOrbital]
  · have h1 : ∑ k, rotatedOrbital i j θ k ^ 2 = 1 := by
      simp only [rotatedOrbital, sum_sq_two hij]
      exact Real.cos_sq_add_sin_sq θ
    -- a normalised orbital gives an idempotent occupation matrix
    have h2 : rotatedOcc i j θ * rotatedOcc i j θ = rotatedOcc i j θ := by
      ext k l
      simp only [Matrix.mul_apply, rotatedOcc, Matrix.of_apply]
      calc ∑ m, rotatedOrbital i j θ k * rotatedOrbital i j θ m *
            (rotatedOrbital i j θ m * rotatedOrbital i j θ l)
          = rotatedOrbital i j θ k * rotatedOrbital i j θ l *
            ∑ m, rotatedOrbital i j θ m ^ 2 := by
            rw [Finset.mul_sum]
            exact Finset.sum_congr rfl fun m _ => by ring
        _ = _ := by rw [h1, mul_one]
    rw [matrixEnergy, h2, sub_self, mul_zero]

end

end MetastableOccupations
```

In the last proof `h1` is the normalisation and `h2` is n² = n. Within this correction-only model, the barrier therefore belongs to the diagonal restriction: from θ = 0 to π/2 the rotation joins the same two pure occupations without one.

```lean
#print axioms MetastableOccupations.energy_eq_zero_iff
#print axioms MetastableOccupations.minimax_barrier
#print axioms MetastableOccupations.matrixEnergy_diagonal
#print axioms MetastableOccupations.rotation_without_barrier
```

```
'MetastableOccupations.energy_eq_zero_iff' depends on axioms: [propext, Classical.choice, Quot.sound]
'MetastableOccupations.minimax_barrier' depends on axioms: [propext, Classical.choice, Quot.sound]
'MetastableOccupations.matrixEnergy_diagonal' depends on axioms: [propext, Classical.choice, Quot.sound]
'MetastableOccupations.rotation_without_barrier' depends on axioms: [propext, Classical.choice, Quot.sound]
```
